# The trace autocorrelation of a finite-dimensional observable is a sum of oscillations with nonnegative intensities

For a Hermitian Hamiltonian `H` and a Hermitian observable `A`, both finite complex matrices, `spectral_expansion` concerns the autocorrelation tr(A exp(−itH) A exp(itH)) at real times t, in units with ħ = 1. It states that there are real numbers E_j and nonnegative intensities w_jk, independent of t, such that the autocorrelation is the sum over j and k of w_jk exp(i(E_j − E_k)t). The trace is unnormalised and carries no thermal weight; divided by the dimension, when that is not zero, it is the average in the maximally mixed state. The proof diagonalises `H`, takes the E_j to be its eigenvalues and the w_jk to be the squared moduli of the matrix elements of `A` in the eigenbasis, and expands the trace.

This version doesn't compile in Lean 4 with Mathlib:

```lean
import Mathlib

open Filter Topology NormedSpace

namespace SpectralExpansion

noncomputable section

variable {n : Type*} [Fintype n] [DecidableEq n]

/-- The autocorrelation `tr(A exp(-itH) A exp(itH))` of `A` at time `t`. -/
def autocorrelation (H A : Matrix n n ℂ) (t : ℝ) : ℂ :=
  (A * NormedSpace.exp ((-(Complex.I * t)) • H) * A *
    NormedSpace.exp ((Complex.I * t) • H)).trace

/-- For Hermitian `H` and `A`, the autocorrelation is a sum of oscillations at differences of real
numbers `E j`, with nonnegative intensities `w j k`. -/
theorem spectral_expansion {H A : Matrix n n ℂ} (hH : H.IsHermitian) (hA : A.IsHermitian) :
    ∃ (E : n → ℝ) (w : n → n → ℝ), (∀ j k, 0 ≤ w j k) ∧ ∀ t : ℝ, autocorrelation H A t =
      ∑ j, ∑ k, (w j k : ℂ) * Complex.exp (Complex.I * ((E j - E k : ℝ) : ℂ) * t) := by
  obtain ⟨U, E, hU1, hU2, hD⟩ : ∃ (U : Matrix n n ℂ) (E : n → ℝ), star U * U = 1 ∧
      U * star U = 1 ∧ H = U * Matrix.diagonal (fun i => (E i : ℂ)) * star U := by
    refine ⟨hH.eigenvectorUnitary, hH.eigenvalues, Unitary.coe_star_mul_self _,
      Unitary.coe_mul_star_self _, ?_⟩
    have h := hH.spectral_theorem
    rw [Unitary.conjStarAlgAut_apply] at h
    exact h
  have hinv : U⁻¹ = star U := Matrix.inv_eq_right_inv hU2
  -- the propagator is diagonal in the energy basis
  have hexp : ∀ z : ℂ, NormedSpace.exp (z • H) =
      U * Matrix.diagonal (fun i => Complex.exp (z * E i)) * star U := by
    intro z
    have hd : z • Matrix.diagonal (fun i => (E i : ℂ)) =
        Matrix.diagonal (fun i => z * (E i : ℂ)) := by
      refine Matrix.ext fun i j => ?_
      by_cases h : i = j
      · subst h; simp
      · simp [h]
    have he : NormedSpace.exp (fun i => z * (E i : ℂ)) =
        fun i => Complex.exp (z * E i) := by
      funext i
      rw [Pi.exp_apply, Complex.exp_eq_exp_ℂ]
    rw [hD, ← Matrix.smul_mul, ← Matrix.mul_smul, hd, ← hinv,
      Matrix.exp_conj _ _ ⟨⟨U, star U, hU2, hU1⟩, rfl⟩, Matrix.exp_diagonal, he]
  have hB : (star U * A * U).IsHermitian := by
    show star (star U * A * U) = _
    rw [star_mul, star_mul, star_star, show star A = A from hA, mul_assoc]
  refine ⟨E, fun j k => Complex.normSq ((star U * A * U) j k),
    fun j k => Complex.normSq_nonneg _, fun t => ?_⟩
  have hcyc : ∀ D F : Matrix n n ℂ, (A * (U * D * star U) * A * (U * F * star U)).trace =
      ((star U * A * U) * D * ((star U * A * U) * F)).trace := by
    intro D F
    calc _ = ((A * U * D * star U * A * U * F) * star U).trace := by
          simp only [Matrix.mul_assoc]
      _ = (star U * (A * U * D * star U * A * U * F)).trace := Matrix.trace_mul_comm _ _
      _ = _ := by simp only [Matrix.mul_assoc]
  rw [autocorrelation, hexp, hexp, hcyc]
  generalize star U * A * U = B at hB
  rw [Matrix.trace]
  refine Finset.sum_congr rfl fun j _ => ?_
  rw [Matrix.diag_apply, Matrix.mul_apply]
  refine Finset.sum_congr rfl fun k _ => ?_
  have hkj : B k j = (starRingEnd ℂ) (B j k) := (hB.apply k j).symm
  have hph : Complex.exp (Complex.I * ((E j - E k : ℝ) : ℂ) * t) =
      Complex.exp (-(Complex.I * t) * E k) * Complex.exp (Complex.I * t * E j) := by
    rw [← Complex.exp_add]
    congr 1
    push_cast
    ring
  rw [Matrix.mul_diagonal, Matrix.mul_diagonal, hph, ← Complex.mul_conj, hkj]
  ring

end

end SpectralExpansion
```

The compiler's answer:

```
Main.lean:42:10: error(lean.unknownIdentifier): Unknown identifier `Pi.exp_apply`
```

Cause. The message says that `Pi.exp_apply` is not a name Lean can find here, so the `rw` that begins with it fails. The step it was meant to supply is true: the exponential of a function, taken in the algebra of functions `n → ℂ`, has at `i` the value of the exponential of the function's value at `i`. It is needed in `he`, to turn the exponential of the diagonal entries into an entrywise one.

The repair drops the unknown name and keeps the rewrite by `Complex.exp_eq_exp_ℂ`, which turns `Complex.exp` on the right-hand side into `NormedSpace.exp`. What remains is that evaluation at `i` commutes with `NormedSpace.exp`. The new `exact` line gets this from `NormedSpace.map_exp`, which applies to continuous ring homomorphisms: `Pi.evalRingHom` gives evaluation at `i` as a ring homomorphism, and `continuous_apply i` gives its continuity.

The repair, with which the file compiles:

```diff
@@ -40,5 +40,6 @@
         fun i => Complex.exp (z * E i) := by
       funext i
-      rw [Pi.exp_apply, Complex.exp_eq_exp_ℂ]
+      rw [Complex.exp_eq_exp_ℂ]
+      exact NormedSpace.map_exp (Pi.evalRingHom (fun _ : n => ℂ) i) (continuous_apply i) _
     rw [hD, ← Matrix.smul_mul, ← Matrix.mul_smul, hd, ← hinv,
       Matrix.exp_conj _ _ ⟨⟨U, star U, hU2, hU1⟩, rfl⟩, Matrix.exp_diagonal, he]
```
